# Energy against ⟨S²⟩ for Heisenberg-coupled spins 1/2: one slope for two spins, no common slope for the open three-spin chain

An exchange constant J is the coefficient in a Heisenberg Hamiltonian, which for two spins 1/2 reads

H = J S_0·S_1.

The task is to obtain J from the energies of two states that need not be eigenstates of the total spin. Spins are in units of ħ, positive J favours antiparallel spins, and sites are numbered from 0 as in the code. For N sites with symmetric couplings J_ij,

H = Σ_{i<j} J_ij S_i·S_j,  S² = (Σ_i S_i)².

E(ψ) and ⟨S²⟩_ψ are the expectation values of H and S² in a unit state ψ. In a collinear state, where every spin points up or down, m_i = ±1/2 is the value at site i.

## When one slope converts ⟨S²⟩ into energy

For a real number a, the relation

E(ψ) − E(φ) = a (⟨S²⟩_ψ − ⟨S²⟩_φ)

holds for all unit states ψ, φ exactly when J_ij = 2a for every pair of distinct sites. Two spins have only one pair, so any two unit states with different ⟨S²⟩ give the ratio J/2.

The open chain H = J (S_0·S_1 + S_1·S_2) has no coupling between its ends. Measured from up-up-up, the ratio is J/2 for up-down-up and J/4 for up-up-down. For J ≠ 0 no single slope serves all pairs of states.

## Exchange constants from broken-symmetry energies

A broken-symmetry calculation on a molecule with two magnetic centres yields a high-spin (HS) and a broken-symmetry (BS) energy, each with its ⟨S²⟩. One estimate of the exchange constant from these four numbers is

J = 2 (E_HS − E_BS) / (⟨S²⟩_HS − ⟨S²⟩_BS).

In the two-spin model this is exact. For up-up and up-down the values of ⟨S²⟩ are 2 and 1, so J = 2 (E_HS − E_BS). If the BS state has some other ⟨S²⟩, the denominator accounts for it.

In the three-spin chain the same formula returns J from up-down-up but J/2 from up-up-down, although ⟨S²⟩ is the same in both.

## From the pair operator to the slopes

Let s′ be the configuration s with spins i and j reversed. For i ≠ j, the x and y parts of S_i·S_j reverse both spins and the z part is diagonal:

(S_i·S_j ψ)(s) = (1/4 − m_i m_j) ψ(s′) + m_i m_j ψ(s).

For i = j the two reversals cancel and each component contributes 1/4, so S_i·S_i = 3/4. Expanding the square of the total spin gives

S² = Σ_i Σ_j S_i·S_j = 3N/4 + 2 Σ_{i<j} S_i·S_j.

If every J_ij equals 2a, then

H = a S² − 3Na/4,

and the constant cancels between unit states. This is the first direction.

For the converse, take collinear states. The reversed configuration is orthogonal to the original, so ⟨S_i·S_j⟩ = m_i m_j for i ≠ j, and

G = E − a⟨S²⟩ = −3Na/4 + Σ_{i<j} (J_ij − 2a) m_i m_j.

Choose distinct sites k and l. Evaluate G with all spins up, with k reversed, with l reversed, and with both reversed, and form

G(up) − G(k) − G(l) + G(k,l).

Terms without both k and l cancel. The product m_k m_l contributes 1/4 + 1/4 + 1/4 + 1/4 = 1, so the combination equals J_kl − 2a. The assumed relation makes G the same in all four states, hence J_kl = 2a.

For the chain,

⟨S²⟩ = 9/4 + 2 (m_0 m_1 + m_1 m_2 + m_0 m_2),
E = J (m_0 m_1 + m_1 m_2).

- up-up-up: ⟨S²⟩ = 15/4, E = J/2
- up-down-up: ⟨S²⟩ = 7/4, E = −J/2
- up-up-down: ⟨S²⟩ = 7/4, E = 0

Both differences in ⟨S²⟩ are 2, while the energy differences are J and J/2. The ratios are J/2 and J/4, and a common slope would require J = 0.

**States of unequal norm.** Take ψ = √2 |up-up⟩ and φ = |up-up⟩. Both vectors describe the same physical state, but ψ is not normalised. The raw values of ⟨ψ|H|ψ⟩ and ⟨φ|H|φ⟩ are J/2 and J/4, those of S² are 4 and 2, and the ratio of the differences is J/8. For J ≠ 0 the two-spin formula, applied to such raw values, therefore fails if the norms may differ.

## The Lean file

```lean
import Mathlib

namespace SpinProjection

noncomputable section

variable {ι : Type*} [Fintype ι] [DecidableEq ι]

/-- A state of spins 1/2 on the sites `ι`: one amplitude per configuration (`true` is up). -/
abbrev State (ι : Type*) := (ι → Bool) → ℂ

/-- The magnetic quantum number, 1/2 for up and -1/2 for down. -/
def mz (b : Bool) : ℂ := if b then 1 / 2 else -1 / 2

/-- The configuration `s` with the spin at site `i` reversed. -/
def flipAt (i : ι) (s : ι → Bool) : ι → Bool := Function.update s i (!s i)

/-- The x component of the spin at site `i`. -/
def Sx (i : ι) : Module.End ℂ (State ι) where
  toFun ψ s := 1 / 2 * ψ (flipAt i s)
  map_add' ψ φ := by ext s; simp only [Pi.add_apply]; ring
  map_smul' c ψ := by
    ext s; simp only [Pi.smul_apply, smul_eq_mul, RingHom.id_apply]; ring

/-- The y component of the spin at site `i`. -/
def Sy (i : ι) : Module.End ℂ (State ι) where
  toFun ψ s := -Complex.I * mz (s i) * ψ (flipAt i s)
  map_add' ψ φ := by ext s; simp only [Pi.add_apply]; ring
  map_smul' c ψ := by
    ext s; simp only [Pi.smul_apply, smul_eq_mul, RingHom.id_apply]; ring

/-- The z component of the spin at site `i`. -/
def Sz (i : ι) : Module.End ℂ (State ι) where
  toFun ψ s := mz (s i) * ψ s
  map_add' ψ φ := by ext s; simp only [Pi.add_apply]; ring
  map_smul' c ψ := by
    ext s; simp only [Pi.smul_apply, smul_eq_mul, RingHom.id_apply]; ring

/-- The scalar product `S_i · S_j` of two spin operators. -/
def dot (i j : ι) : Module.End ℂ (State ι) := Sx i * Sx j + Sy i * Sy j + Sz i * Sz j

/-- The square of the total spin. -/
def totalSq (ι : Type*) [Fintype ι] [DecidableEq ι] : Module.End ℂ (State ι) :=
  (∑ i, Sx i) ^ 2 + (∑ i, Sy i) ^ 2 + (∑ i, Sz i) ^ 2

/-- The Heisenberg Hamiltonian: half the sum of `J i j S_i · S_j` over ordered pairs of
distinct sites. -/
def heisenberg (J : ι → ι → ℝ) : Module.End ℂ (State ι) :=
  (1 / 2 : ℂ) • ∑ i, ∑ j, if i = j then 0 else (J i j : ℂ) • dot i j

/-- The open chain of three spins, `J (S₀·S₁ + S₁·S₂)`. -/
def chain (J : ℝ) : Module.End ℂ (State (Fin 3)) := (J : ℂ) • (dot 0 1 + dot 1 2)

/-- The number `⟨ψ|A|ψ⟩`, as a linear function of the operator `A`. It is the expectation value of
`A` when `ψ` has unit norm. -/
def expect (ψ : State ι) : Module.End ℂ (State ι) →ₗ[ℂ] ℂ where
  toFun A := ∑ s, star (ψ s) * A ψ s
  map_add' A B := by simp [mul_add, Finset.sum_add_distrib]
  map_smul' c A := by simp [Finset.mul_sum, mul_left_comm]

/-- The collinear product state with spin configuration `s`. -/
def ket (s : ι → Bool) : State ι := fun t => if t = s then 1 else 0

omit [Fintype ι] in
/-- The action of `S_i · S_j` on amplitudes: a double spin flip and a diagonal part. -/
theorem dot_apply (i j : ι) (ψ : State ι) (s : ι → Bool) :
    dot i j ψ s = 1 / 4 * ψ (flipAt j (flipAt i s))
      - mz (s i) * mz (flipAt i s j) * ψ (flipAt j (flipAt i s))
      + mz (s i) * mz (s j) * ψ s := by
  have h : dot i j ψ s = 1 / 2 * (1 / 2 * ψ (flipAt j (flipAt i s)))
      + -Complex.I * mz (s i) * (-Complex.I * mz (flipAt i s j) * ψ (flipAt j (flipAt i s)))
      + mz (s i) * (mz (s j) * ψ s) := rfl
  rw [h]
  linear_combination (mz (s i) * mz (flipAt i s j) * ψ (flipAt j (flipAt i s))) * Complex.I_sq

omit [Fintype ι] in
/-- The square of a single spin 1/2 is 3/4. -/
theorem dot_self (i : ι) : dot i i = (3 / 4 : ℂ) • (1 : Module.End ℂ (State ι)) := by
  refine LinearMap.ext fun ψ => funext fun s => ?_
  have hf : flipAt i (flipAt i s) = s := by simp [flipAt]
  have hm : flipAt i s i = !s i := by simp [flipAt]
  have h1 : mz (s i) * mz (!s i) = -1 / 4 := by cases s i <;> norm_num [mz]
  have h2 : mz (s i) * mz (s i) = 1 / 4 := by cases s i <;> norm_num [mz]
  rw [dot_apply, hf, hm]
  change _ = (3 / 4 : ℂ) * ψ s
  linear_combination ψ s * h2 - ψ s * h1

omit [Fintype ι] in
/-- The scalar product of two spins does not depend on their order. -/
theorem dot_comm (i j : ι) : dot i j = dot j i := by
  by_cases h : i = j
  · rw [h]
  refine LinearMap.ext fun ψ => funext fun s => ?_
  have hf : flipAt j (flipAt i s) = flipAt i (flipAt j s) := by
    funext k
    simp only [flipAt, Function.update_apply]
    split_ifs <;> simp_all
  have hi : flipAt i s j = s j := Function.update_of_ne (Ne.symm h) _ _
  have hj : flipAt j s i = s i := Function.update_of_ne h _ _
  rw [dot_apply, dot_apply, hf, hi, hj]
  ring

/-- The squared total spin is the sum of `S_i · S_j` over all ordered pairs of sites,
equal sites included. -/
theorem totalSq_eq : totalSq ι = ∑ i, ∑ j, dot i j := by
  simp only [totalSq, dot, sq, Finset.sum_mul_sum, Finset.sum_add_distrib]

/-- In a collinear product state an expectation value is a diagonal matrix element. -/
theorem expect_ket (s : ι → Bool) (A : Module.End ℂ (State ι)) :
    expect (ket s) A = A (ket s) s := by
  change ∑ t, star (ket s t) * A (ket s) t = _
  rw [Finset.sum_eq_single s]
  · simp [ket]
  · intro t _ ht
    simp [ket, ht]
  · simp

/-- In a collinear product state `S_i · S_j` averages to the product of the two magnetic
quantum numbers for distinct sites, and to 3/4 for equal sites. -/
theorem expect_dot_ket (s : ι → Bool) (i j : ι) :
    expect (ket s) (dot i j) = if i = j then 3 / 4 else mz (s i) * mz (s j) := by
  by_cases h : i = j
  · subst h
    rw [expect_ket, dot_self]
    simp [ket]
  · have hne : flipAt j (flipAt i s) ≠ s := fun e => by
      have := congrFun e i
      simp [flipAt, Function.update_apply, h] at this
    rw [expect_ket, dot_apply, if_neg h]
    simp [ket, hne]

/-- For symmetric couplings, energy differences of unit states are always `a` times the
differences of `⟨S_tot²⟩` if and only if every pair of distinct spins has coupling `2a`. -/
theorem projection_iff (J : ι → ι → ℝ) (hJ : ∀ i j, J i j = J j i) (a : ℝ) :
    (∀ ψ φ : State ι, expect ψ 1 = 1 → expect φ 1 = 1 →
      expect ψ (heisenberg J) - expect φ (heisenberg J)
        = a * (expect ψ (totalSq ι) - expect φ (totalSq ι)))
      ↔ ∀ i j, i ≠ j → J i j = 2 * a := by
  constructor
  · intro h k l hkl
    have nk : ∀ s : ι → Bool, expect (ket s) 1 = 1 := fun s => by
      rw [expect_ket]; simp [ket]
    have hG : ∀ s : ι → Bool,
        expect (ket s) (heisenberg J) - a * expect (ket s) (totalSq ι)
          = ∑ i, ∑ j, if i = j then -(3 / 4 * a : ℂ)
              else ((J i j : ℂ) / 2 - a) * (mz (s i) * mz (s j)) := by
      intro s
      rw [totalSq_eq, heisenberg]
      simp only [map_smul, map_sum, smul_eq_mul, Finset.mul_sum, ← Finset.sum_sub_distrib]
      refine Finset.sum_congr rfl fun i _ => Finset.sum_congr rfl fun j _ => ?_
      by_cases hij : i = j
      · simp only [if_pos hij, expect_dot_ket, map_zero]; ring
      · simp only [if_neg hij, map_smul, expect_dot_ket, smul_eq_mul]; ring
    obtain ⟨d, hd⟩ : ∃ d : ι → ι → ℂ, ∀ k i, d k i = if i = k then 1 else 0 :=
      ⟨_, fun _ _ => rfl⟩
    have m0 : mz true = 1 / 2 := by simp [mz]
    have m1 : ∀ k i : ι, mz (decide (i ≠ k)) = 1 / 2 - d k i := fun k i => by
      rw [hd]
      by_cases h1 : i = k <;> norm_num [mz, h1]
    have m2 : ∀ i, mz (decide (i ≠ k ∧ i ≠ l)) = 1 / 2 - d k i - d l i := fun i => by
      rw [hd, hd]
      by_cases h1 : i = k
      · subst h1; norm_num [mz, hkl]
      · by_cases h2 : i = l
        · subst h2; norm_num [mz, h1]
        · norm_num [mz, h1, h2]
    have h0 : ∀ i, d k i * d l i = 0 := fun i => by
      rw [hd, hd]
      by_cases h1 : i = k
      · subst h1; simp [hkl]
      · simp [h1]
    -- the second difference over flips of k and l isolates their coupling
    have e : ∑ i, ∑ j, ((J i j : ℂ) / 2 - a) * (d k i * d l j + d l i * d k j)
        = (expect (ket fun _ => true) (heisenberg J)
            - a * expect (ket fun _ => true) (totalSq ι))
          - (expect (ket fun i => decide (i ≠ k)) (heisenberg J)
            - a * expect (ket fun i => decide (i ≠ k)) (totalSq ι))
          - (expect (ket fun i => decide (i ≠ l)) (heisenberg J)
            - a * expect (ket fun i => decide (i ≠ l)) (totalSq ι))
          + (expect (ket fun i => decide (i ≠ k ∧ i ≠ l)) (heisenberg J)
            - a * expect (ket fun i => decide (i ≠ k ∧ i ≠ l)) (totalSq ι)) := by
      rw [hG, hG, hG, hG]
      simp only [m0, m1, m2, ← Finset.sum_sub_distrib, ← Finset.sum_add_distrib]
      refine Finset.sum_congr rfl fun i _ => Finset.sum_congr rfl fun j _ => ?_
      by_cases hij : i = j
      · simp only [if_pos hij]
        subst hij
        linear_combination 2 * ((J i i : ℂ) / 2 - a) * h0 i
      · simp only [if_neg hij]; ring
    simp only [hd, mul_add, Finset.sum_add_distrib, mul_ite, mul_one, mul_zero,
      Finset.sum_ite_eq', Finset.mem_univ, if_true] at e
    rw [hJ l k] at e
    have e1 := h _ _ (nk fun _ => true) (nk fun i => decide (i ≠ k))
    have e2 := h _ _ (nk fun i => decide (i ≠ k ∧ i ≠ l)) (nk fun i => decide (i ≠ l))
    have e3 : (J k l : ℂ) = 2 * a := by linear_combination e + e1 + e2
    exact_mod_cast e3
  · intro h ψ φ hψ hφ
    -- equal couplings: H is a multiple of the squared total spin plus a constant
    have hH : heisenberg J = (a : ℂ) • totalSq ι
        - ∑ _i : ι, ((a : ℂ) * (3 / 4)) • (1 : Module.End ℂ (State ι)) := by
      rw [totalSq_eq, heisenberg, Finset.smul_sum, Finset.smul_sum, ← Finset.sum_sub_distrib]
      refine Finset.sum_congr rfl fun i _ => ?_
      have hc : ((a : ℂ) * (3 / 4)) • (1 : Module.End ℂ (State ι))
          = ∑ j, if i = j then (a : ℂ) • dot i j else 0 := by
        rw [Finset.sum_ite_eq, if_pos (Finset.mem_univ i), dot_self, smul_smul]
      rw [hc, Finset.smul_sum, Finset.smul_sum, ← Finset.sum_sub_distrib]
      refine Finset.sum_congr rfl fun j _ => ?_
      by_cases hij : i = j
      · simp only [if_pos hij, smul_zero, sub_self]
      · simp only [if_neg hij, h i j hij, sub_zero, smul_smul]
        congr 1
        push_cast
        ring
    rw [hH]
    simp only [map_sub, map_smul, map_sum, hψ, hφ, smul_eq_mul]
    ring

/-- For two spins with `H = J S₀·S₁`, any two unit states with different `⟨S_tot²⟩` have energy
difference over `⟨S_tot²⟩` difference equal to `J/2`. -/
theorem two_spin_ratio (J : ℝ) (ψ φ : State (Fin 2)) (hψ : expect ψ 1 = 1)
    (hφ : expect φ 1 = 1) (hne : expect ψ (totalSq (Fin 2)) ≠ expect φ (totalSq (Fin 2))) :
    (expect ψ ((J : ℂ) • dot 0 1) - expect φ ((J : ℂ) • dot 0 1))
      / (expect ψ (totalSq (Fin 2)) - expect φ (totalSq (Fin 2))) = J / 2 := by
  have h01 : ¬ (0 : Fin 2) = 1 := by decide
  have h10 : ¬ (1 : Fin 2) = 0 := by decide
  have hH : (J : ℂ) • dot (0 : Fin 2) 1 = heisenberg (fun _ _ => J) := by
    simp only [heisenberg, Fin.sum_univ_two, dot_comm (1 : Fin 2) 0, h01, h10, ↓reduceIte]
    module
  have key := (projection_iff (ι := Fin 2) (fun _ _ => J) (fun _ _ => rfl) (J / 2)).2
    (fun _ _ _ => by show J = 2 * (J / 2); ring) ψ φ hψ hφ
  rw [hH, div_eq_iff (sub_ne_zero.2 hne), key]
  push_cast
  ring

/-- In the three-spin chain, up-down-up and up-up-down both lie 2 below up-up-up in `⟨S_tot²⟩`, but
the energy difference from up-up-up divided by the `⟨S_tot²⟩` difference is `J/2` for the first and
`J/4` for the second. -/
theorem chain_ratios (J : ℝ) :
    let S := fun s => expect (ket s) (totalSq (Fin 3))
    let E := fun s => expect (ket s) (chain J)
    S ![true, true, true] - S ![true, false, true] = 2 ∧
    S ![true, true, true] - S ![true, true, false] = 2 ∧
    (E ![true, true, true] - E ![true, false, true])
      / (S ![true, true, true] - S ![true, false, true]) = J / 2 ∧
    (E ![true, true, true] - E ![true, true, false])
      / (S ![true, true, true] - S ![true, true, false]) = J / 4 := by
  have hE : ∀ a b c : Bool, expect (ket ![a, b, c]) (chain J)
      = J * (mz a * mz b + mz b * mz c) := fun a b c => by
    simp [chain, expect_dot_ket]
    ring
  have hS : ∀ a b c : Bool, expect (ket ![a, b, c]) (totalSq (Fin 3))
      = 9 / 4 + 2 * (mz a * mz b + mz b * mz c + mz a * mz c) := fun a b c => by
    simp [totalSq_eq, expect_dot_ket, Fin.sum_univ_three]
    ring
  have mt : mz true = 1 / 2 := by simp [mz]
  have mf : mz false = -1 / 2 := by simp [mz]
  simp only [hE, hS, mt, mf]
  refine ⟨by norm_num, by norm_num, by ring, by ring⟩

/-- For the three-spin chain with nonzero `J`, no single factor converts `⟨S_tot²⟩`
differences into energy differences for all pairs of unit states. -/
theorem chain_no_common_ratio (J : ℝ) (hJ : J ≠ 0) :
    ¬ ∃ a : ℂ, ∀ ψ φ : State (Fin 3), expect ψ 1 = 1 → expect φ 1 = 1 →
      expect ψ (chain J) - expect φ (chain J)
        = a * (expect ψ (totalSq (Fin 3)) - expect φ (totalSq (Fin 3))) := by
  rintro ⟨a, h⟩
  have nk : ∀ s : Fin 3 → Bool, expect (ket s) 1 = 1 := fun s => by
    rw [expect_ket]; simp [ket]
  obtain ⟨h1, h2, h3, h4⟩ := chain_ratios J
  dsimp only at h1 h2 h3 h4
  rw [h _ _ (nk _) (nk _), h1] at h3
  rw [h _ _ (nk _) (nk _), h2] at h4
  -- the common factor would have to be both J/2 and J/4
  have h5 : (J : ℂ) = 0 := by linear_combination 4 * h4 - 4 * h3
  exact hJ (by exact_mod_cast h5)

end

end SpinProjection
```

```lean
#print axioms SpinProjection.two_spin_ratio
#print axioms SpinProjection.chain_no_common_ratio
```

```
'SpinProjection.two_spin_ratio' depends on axioms: [propext, Classical.choice, Quot.sound]
'SpinProjection.chain_no_common_ratio' depends on axioms: [propext, Classical.choice, Quot.sound]
```

## What the theorems say, and about which spins

A `State ι` assigns a complex amplitude to each up/down configuration of a finite set of sites `ι`. `Sx`, `Sy` and `Sz` are the usual spin-1/2 operators, `dot i j` is S_i·S_j, and `totalSq` is S². `heisenberg J` takes half the sum over ordered pairs of distinct sites, so each pair counts once and diagonal entries of `J` are ignored. `expect ψ 1 = 1` says that ψ has unit norm, and `ket s` is a collinear state.

`projection_iff` is the equivalence for any finite number of sites; with fewer than two there are no pairs, and every a works. Its hypothesis `hJ` is the symmetry of the couplings, used only in the converse. In `two_spin_ratio`, `hne` keeps the denominator nonzero. `chain_no_common_ratio` excludes even a complex slope.

The lemmas follow the derivation. `dot_apply` gives the action on amplitudes, `dot_self` the value 3/4, `totalSq_eq` the expansion of S², and `expect_dot_ket` the collinear averages. Inside `projection_iff`, `hG` is the formula for G and `e` the four-state combination, with each reversal written as 1/2 − d, where d is 1 at the reversed site and 0 elsewhere. `hH` is the identity between H and S² for equal couplings. `two_spin_ratio` applies that direction with a = J/2. `chain_ratios` evaluates the three configurations, and `chain_no_common_ratio` equates J/2 with J/4.

The step left to the user is from electrons to spins: that the computed energies and ⟨S²⟩ values are those of states of localised spins 1/2 under one Heisenberg Hamiltonian. Larger local spins and anisotropic exchange lie outside this model.
